# Symmetries of $H_0$ and $V$ pass to the first-order Schrieffer–Wolff generator when the two blocks share no energy

A half-filled Hubbard dimer with strong repulsion has low-energy states with one electron per site and high-energy states with a doubly occupied site. Hopping connects the two groups. To get an effective spin Hamiltonian, I remove the hopping to first order with a generator $S$ that satisfies $[S,H_0]=-V$, where $H_0$ is the repulsion and $V$ the hopping. Exchanging the two sites leaves both $H_0$ and $V$ unchanged, and I expect it to leave $S$ unchanged too. But $S$ is only given as the solution of an equation, and such a solution could be less symmetric than the equation. Can the inheritance be proved for any finite cluster and any linear symmetry, with a proof that Lean checks?

## A commutator with no matrix elements left

Yes, provided that no energy of $H_0$ occurs in both groups of states. Let $P$ project onto the low-energy states and write $Q=1-P$. Assume that $H_0$ is Hermitian, $[P,H_0]=0$ and $PSP=QSQ=0$. Let $G$ commute with $H_0$ and $V$.

**A block-off-diagonal $X$ that commutes with $H_0$ is zero.** Take $H_0u=Eu$. Since $P$, $Q$ and $X$ commute with $H_0$, each of $Pu$, $Qu$, $XPu$ and $XQu$ is either zero or an eigenvector with energy $E$. From $PXP=0$, the vector $XPu$ lies in the kernel of $P$, while $Pu$ lies in its range. The two blocks share no energy, so one of these vectors vanishes, and in either case $XPu=0$. In the same way, $QXQ=0$ puts $XQu$ in the range of $P$ and gives $XQu=0$. Hence $Xu=0$ for every eigenvector $u$, and since these span the space, $X=0$.

**$G$ commutes with $P$.** The commutator $[G,P]$ commutes with $H_0$, because $G$ and $P$ do. It is block-off-diagonal:
$$P[G,P]P=PGP-PGP=0,\qquad Q[G,P]Q=QGPQ-QPGQ=0.$$
So it vanishes, and $[G,P]=0$ need not be assumed.

**$G$ commutes with $S$.** By the Jacobi identity,
$$[[G,S],H_0]=[G,[S,H_0]]-[S,[G,H_0]]=-[G,V]-0=0.$$
Since $G$ commutes with $P$ and $Q$,
$$P[G,S]P=G(PSP)-(PSP)G=0,$$
and likewise with $Q$. Therefore $[G,S]=0$.

Conversely, if $G$ commutes with $H_0$ and $S$, it commutes with $V=H_0S-SH_0$.

## The dimer at $t=1$, $U=4$

Take one up and one down electron, and order the states as up on site 1 and down on site 2, the reverse, both electrons on site 1, both on site 2. With up-spin creation operators written first, every hopping element between the two groups is $-1$. The generator has entries $t/U=1/4$ in its upper right block and $-1/4$ in its lower left block. For example, $[S,H_0]_{13}=\tfrac14\cdot4=1=-V_{13}$. Site exchange permutes equal entries within each block, so it commutes with $S$. On the singly occupied states,
$$\tfrac12P[S,V]P=-\tfrac12\begin{pmatrix}1&1\\1&1\end{pmatrix},$$
with energies $-1=-4t^2/U$ for the singlet $(1,1)/\sqrt2$ and $0$ for the triplet state $(1,-1)/\sqrt2$. Site exchange commutes with this matrix as well.

## A shared energy can break the inheritance

Take two levels with $H_0=E\cdot1$ for real $E$, and let
$$V=0,\quad P=\begin{pmatrix}1&0\\0&0\end{pmatrix},\quad S=\begin{pmatrix}0&1\\-1&0\end{pmatrix},\quad G=\begin{pmatrix}1&0\\0&-1\end{pmatrix}.$$
All other hypotheses hold, but $(GS)_{12}=1$ and $(SG)_{12}=-1$. The degeneracy leaves $S$ undetermined, and this choice of $S$ lacks the symmetry.

## How the Lean statements describe the cluster

Operators are complex matrices over a finite index type `n`, which labels the many-electron basis states.

- `DisjointSpectra H₀ P` says that if $v$ in the range and $w$ in the kernel of $P$ both satisfy the eigenvalue equation at the same $E$, then one of them is zero. This is the energy separation between the groups; it sets no minimum gap.
- `IsGenerator H₀ V P S` combines $[S,H_0]=-V$ with `BlockOffDiagonal P S`. The existence of $S$ is assumed. The equation forces $V$ to be block-off-diagonal, so in larger clusters $V$ stands for the part of the hopping that connects the two groups. Hopping within a group is either included in $H_0$, where the hypotheses on $H_0$ must still hold, or left out of the model.
- `Commute G S` means $GS=SG$. The matrix $G$ need not be unitary, but it acts linearly, so antiunitary symmetries such as time reversal are not covered. The projector property of $P$ is stated as $P^2=P$, without assuming that $P$ is Hermitian.

The main theorem, `commute_generator_iff`, states that for $G$ commuting with $H_0$, commuting with $S$ is equivalent to commuting with $V$. `symmetry_of_transformed` then shows that a common symmetry of $H_0$ and $V$ commutes with $PH_0P+\tfrac12P[S,V]P$ and with $e^S(H_0+V)e^{-S}$. For a finite cluster with such a generator, the effective Hamiltonian therefore has no matrix elements between different eigenspaces of a unitary or Hermitian $G$ that commutes with both $H_0$ and $V$. How accurate its energies are is a separate question.

```lean
import Mathlib

open Matrix

namespace SchriefferWolffSymmetry

noncomputable section

variable {n : Type*} [Fintype n] [DecidableEq n]

/-- For a projector `P`: no energy `E` has non-zero eigenvectors of `H` both in the range and in the
kernel of `P`. -/
def DisjointSpectra (H P : Matrix n n ℂ) : Prop :=
  ∀ (E : ℂ) (v w : n → ℂ), P *ᵥ v = v → H *ᵥ v = E • v →
    P *ᵥ w = 0 → H *ᵥ w = E • w → v = 0 ∨ w = 0

/-- For a projector `P`: `S` has no matrix elements within the range of `P` or within its kernel. -/
def BlockOffDiagonal (P S : Matrix n n ℂ) : Prop :=
  P * S * P = 0 ∧ (1 - P) * S * (1 - P) = 0

/-- `S` is a first-order Schrieffer-Wolff generator: it is block-off-diagonal and
`[S, H₀] = -V`. -/
def IsGenerator (H₀ V P S : Matrix n n ℂ) : Prop :=
  S * H₀ - H₀ * S = -V ∧ BlockOffDiagonal P S

/-- The second-order effective Hamiltonian `P H₀ P + ½ P [S, V] P`. -/
def effectiveHamiltonian (H₀ V P S : Matrix n n ℂ) : Matrix n n ℂ :=
  P * H₀ * P + (1 / 2 : ℂ) • (P * (S * V - V * S) * P)

/-- If the projector `P` commutes with `H` and the two blocks have disjoint spectra, a
block-off-diagonal operator that commutes with `H` annihilates every eigenvector of `H`. -/
theorem offDiagonal_mulVec_eigenvector {H P X : Matrix n n ℂ} (hPP : P * P = P)
    (hPH : Commute P H) (hd : DisjointSpectra H P) (hXH : Commute X H)
    (hX : BlockOffDiagonal P X) {E : ℂ} {u : n → ℂ} (hu : H *ᵥ u = E • u) :
    X *ᵥ u = 0 := by
  -- operators commuting with H preserve the energy
  have ev : ∀ A : Matrix n n ℂ, Commute A H → H *ᵥ (A *ᵥ u) = E • (A *ᵥ u) := by
    intro A hA
    rw [mulVec_mulVec, ← hA.eq, ← mulVec_mulVec, hu, mulVec_smul]
  have hQH : Commute (1 - P) H := (Commute.one_left H).sub_left hPH
  -- X moves the P-part of u into the kernel of P
  have h1 : (X * P) *ᵥ u = 0 := by
    have hk : P *ᵥ ((X * P) *ᵥ u) = 0 := by
      rw [mulVec_mulVec, ← mul_assoc, hX.1, zero_mulVec]
    have hr : P *ᵥ (P *ᵥ u) = P *ᵥ u := by rw [mulVec_mulVec, hPP]
    rcases hd E _ _ hr (ev P hPH) hk (ev _ (hXH.mul_left hPH)) with h | h
    · rw [← mulVec_mulVec, h, mulVec_zero]
    · exact h
  -- and the remaining part into the range of P
  have h2 : (X * (1 - P)) *ᵥ u = 0 := by
    have hm : P * (X * (1 - P)) = X * (1 - P) := by
      have h := hX.2
      rw [sub_mul, sub_mul, one_mul, sub_eq_zero] at h
      rw [← mul_assoc, ← h]
    have hr : P *ᵥ ((X * (1 - P)) *ᵥ u) = (X * (1 - P)) *ᵥ u := by
      rw [mulVec_mulVec, hm]
    have hk : P *ᵥ ((1 - P) *ᵥ u) = 0 := by
      rw [mulVec_mulVec, mul_sub, mul_one, hPP, sub_self, zero_mulVec]
    rcases hd E _ _ hr (ev _ (hXH.mul_left hQH)) hk (ev _ hQH) with h | h
    · exact h
    · rw [← mulVec_mulVec, h, mulVec_zero]
  calc X *ᵥ u = (X * P + X * (1 - P)) *ᵥ u := by
        rw [← mul_add, add_sub_cancel, mul_one]
    _ = 0 := by rw [add_mulVec, h1, h2, add_zero]

/-- For Hermitian `H` with disjoint spectra on the two blocks, a block-off-diagonal operator
that commutes with `H` vanishes. -/
theorem offDiagonal_eq_zero {H P X : Matrix n n ℂ} (hH : H.IsHermitian) (hPP : P * P = P)
    (hPH : Commute P H) (hd : DisjointSpectra H P) (hXH : Commute X H)
    (hX : BlockOffDiagonal P X) : X = 0 := by
  -- the columns of U are an eigenbasis of H
  have hXU : X * (hH.eigenvectorUnitary : Matrix n n ℂ) = 0 := by
    ext i j
    have hu : H *ᵥ (hH.eigenvectorBasis j).ofLp
        = ((hH.eigenvalues j : ℝ) : ℂ) • (hH.eigenvectorBasis j).ofLp := by
      rw [hH.mulVec_eigenvectorBasis j]
      ext k
      simp
    have h := congrFun (offDiagonal_mulVec_eigenvector hPP hPH hd hXH hX hu) i
    exact h
  have hU := Matrix.mem_unitaryGroup_iff.1 hH.eigenvectorUnitary.2
  rw [← mul_one X, ← hU, ← mul_assoc, hXU, zero_mul]

/-- If the projector `P` commutes with a Hermitian `H` and the two blocks have disjoint spectra,
every operator that commutes with `H` also commutes with `P`. -/
theorem symmetry_commutes_projector {H P G : Matrix n n ℂ} (hH : H.IsHermitian)
    (hPP : P * P = P) (hPH : Commute P H) (hd : DisjointSpectra H P) (hGH : Commute G H) :
    Commute G P := by
  refine sub_eq_zero.1 (offDiagonal_eq_zero hH hPP hPH hd
    ((hGH.mul_left hPH).sub_left (hPH.mul_left hGH)) ⟨?_, ?_⟩)
  · have h : P * (G * P - P * G) * P = P * G * (P * P) - (P * P) * G * P := by noncomm_ring
    rw [h, hPP, sub_self]
  · have h : (1 - P) * (G * P - P * G) * (1 - P)
        = (1 - P) * G * (P - P * P) - (P - P * P) * G * (1 - P) := by noncomm_ring
    rw [h, hPP, sub_self, mul_zero, zero_mul, zero_mul, sub_self]

/-- Symmetry inheritance, for a Hermitian `H₀` that commutes with the projector `P` and has disjoint
spectra on the two blocks: a symmetry `G` of `H₀` commutes with the Schrieffer-Wolff generator `S`
exactly when it commutes with the perturbation `V`. -/
theorem commute_generator_iff {H₀ V P S G : Matrix n n ℂ} (hH : H₀.IsHermitian)
    (hPP : P * P = P) (hPH : Commute P H₀) (hd : DisjointSpectra H₀ P)
    (hS : IsGenerator H₀ V P S) (hGH : Commute G H₀) : Commute G S ↔ Commute G V := by
  obtain ⟨hSV, hS1, hS2⟩ := hS
  constructor
  · intro hGS
    have hV : V = H₀ * S - S * H₀ := by rw [← neg_sub, hSV, neg_neg]
    rw [hV]
    exact (hGH.mul_right hGS).sub_right (hGS.mul_right hGH)
  · intro hGV
    have hGP := symmetry_commutes_projector hH hPP hPH hd hGH
    -- Jacobi identity: [G, S] commutes with H₀
    have hJ : (G * S - S * G) * H₀ = H₀ * (G * S - S * G) := by
      have e1 := hGH.eq
      have e2 := hGV.eq
      linear_combination (norm := noncomm_ring) G * hSV - hSV * G - S * e1 + e1 * S - e2
    -- [G, S] is block-off-diagonal because S is
    have hB : ∀ Q : Matrix n n ℂ, Commute G Q → Q * S * Q = 0 →
        Q * (G * S - S * G) * Q = 0 := by
      intro Q hQ h
      have e := hQ.eq
      linear_combination (norm := noncomm_ring) G * h - h * G - e * (S * Q) - (Q * S) * e
    exact sub_eq_zero.1 (offDiagonal_eq_zero hH hPP hPH hd hJ
      ⟨hB P hGP hS1, hB (1 - P) ((Commute.one_right G).sub_right hGP) hS2⟩)

/-- Let a Hermitian `H₀` commute with the projector `P` and have disjoint spectra on the two blocks,
and let `S` be a generator. A common symmetry of `H₀` and `V` commutes with the second-order
effective Hamiltonian and with the transformed Hamiltonian `exp(S) (H₀ + V) exp(-S)`. -/
theorem symmetry_of_transformed {H₀ V P S G : Matrix n n ℂ} (hH : H₀.IsHermitian)
    (hPP : P * P = P) (hPH : Commute P H₀) (hd : DisjointSpectra H₀ P)
    (hS : IsGenerator H₀ V P S) (hGH : Commute G H₀) (hGV : Commute G V) :
    Commute G (effectiveHamiltonian H₀ V P S) ∧
      Commute G (NormedSpace.exp S * (H₀ + V) * NormedSpace.exp (-S)) := by
  have hGP := symmetry_commutes_projector hH hPP hPH hd hGH
  have hGS := (commute_generator_iff hH hPP hPH hd hS hGH).2 hGV
  constructor
  · exact ((hGP.mul_right hGH).mul_right hGP).add_right
      (((hGP.mul_right ((hGS.mul_right hGV).sub_right (hGV.mul_right hGS))).mul_right
        hGP).smul_right _)
  · exact (hGS.exp_right.mul_right (hGH.add_right hGV)).mul_right hGS.neg_right.exp_right

/-- On-site repulsion of the Hubbard dimer with one up and one down electron; the first two
basis states have singly occupied sites, the last two a doubly occupied site. -/
def dimerRepulsion (U : ℝ) : Matrix (Fin 4) (Fin 4) ℂ := diagonal ![0, 0, (U : ℂ), (U : ℂ)]

/-- Projector onto the dimer states without double occupancy. -/
def dimerProjector : Matrix (Fin 4) (Fin 4) ℂ := diagonal ![1, 1, 0, 0]

/-- Block-off-diagonal matrix with all entries `a` in the upper and `b` in the lower block. -/
def dimerBlocks (a b : ℂ) : Matrix (Fin 4) (Fin 4) ℂ :=
  !![0, 0, a, a; 0, 0, a, a; b, b, 0, 0; b, b, 0, 0]

/-- Exchange of the two sites of the dimer. -/
def siteExchange : Matrix (Fin 4) (Fin 4) ℂ :=
  !![0, 1, 0, 0; 1, 0, 0, 0; 0, 0, 0, 1; 0, 0, 1, 0]

/-- The Hubbard dimer with hopping `t` and repulsion `U ≠ 0` meets all the hypotheses, with
generator entries `± t / U` and site exchange as the symmetry. -/
theorem hubbardDimer_witness (t U : ℝ) (hU : U ≠ 0) :
    (dimerRepulsion U).IsHermitian ∧ dimerProjector * dimerProjector = dimerProjector ∧
    Commute dimerProjector (dimerRepulsion U) ∧
    DisjointSpectra (dimerRepulsion U) dimerProjector ∧
    IsGenerator (dimerRepulsion U) (dimerBlocks (-t) (-t)) dimerProjector
      (dimerBlocks (t / U) (-(t / U))) ∧
    Commute siteExchange (dimerRepulsion U) ∧
    Commute siteExchange (dimerBlocks (-t) (-t)) := by
  have hU' : (U : ℂ) ≠ 0 := by exact_mod_cast hU
  have hQ : 1 - dimerProjector = diagonal ![0, 0, 1, 1] := by
    ext i j
    fin_cases i <;> fin_cases j <;> simp [dimerProjector]
  refine ⟨?_, ?_, ?_, ?_, ⟨?_, ?_, ?_⟩, ?_, ?_⟩
  · ext i j
    fin_cases i <;> fin_cases j <;> simp [dimerRepulsion]
  · ext i j
    fin_cases i <;> fin_cases j <;> simp [dimerProjector]
  · exact Matrix.commute_diagonal _ _
  · intro E v w hPv hHv hPw hHw
    by_cases hE : E = 0
    · right
      funext i
      have a := congrFun hPw i
      have b := congrFun hHw i
      fin_cases i <;> simp [dimerProjector, dimerRepulsion, mulVec_diagonal, hE, hU] at a b ⊢ <;>
        assumption
    · left
      funext i
      have a := congrFun hPv i
      have b := congrFun hHv i
      fin_cases i <;> simp [dimerProjector, dimerRepulsion, mulVec_diagonal, hE] at a b ⊢ <;>
        first | assumption | exact a.symm
  · ext i j
    fin_cases i <;> fin_cases j <;> simp [dimerRepulsion, dimerBlocks, Matrix.vecMul_diagonal] <;>
      field_simp
  · ext i j
    fin_cases i <;> fin_cases j <;> simp [dimerProjector, dimerBlocks]
  · rw [hQ]
    ext i j
    fin_cases i <;> fin_cases j <;> simp [dimerBlocks]
  · ext i j
    fin_cases i <;> fin_cases j <;> simp [siteExchange, dimerRepulsion]
  · ext i j
    fin_cases i <;> fin_cases j <;>
      simp [siteExchange, dimerBlocks, Matrix.mul_apply, Fin.sum_univ_succ]

/-- For a two-level `H₀ = E · 1` and `V = 0` there are a generator `S` and an operator `G` that
commutes with `H₀`, `V` and `P` but not with `S`. -/
theorem degenerate_counterexample (E : ℂ) :
    IsGenerator (E • 1) 0 !![1, 0; 0, 0] !![0, 1; -1, 0] ∧
    Commute !![1, 0; 0, -1] (E • (1 : Matrix (Fin 2) (Fin 2) ℂ)) ∧
    Commute !![1, 0; 0, -1] (0 : Matrix (Fin 2) (Fin 2) ℂ) ∧
    Commute !![1, 0; 0, -1] (!![1, 0; 0, 0] : Matrix (Fin 2) (Fin 2) ℂ) ∧
    ¬ Commute !![1, 0; 0, -1] (!![0, 1; -1, 0] : Matrix (Fin 2) (Fin 2) ℂ) := by
  refine ⟨⟨by simp, ?_, ?_⟩, (Commute.one_right _).smul_right E, Commute.zero_right _, ?_, ?_⟩
  · ext i j
    fin_cases i <;> fin_cases j <;> simp [Matrix.mul_apply, Fin.sum_univ_succ]
  · ext i j
    fin_cases i <;> fin_cases j <;> simp [Matrix.mul_apply, Fin.sum_univ_succ]
  · ext i j
    fin_cases i <;> fin_cases j <;> simp [Matrix.mul_apply, Fin.sum_univ_succ]
  · intro h
    have h01 := congrFun (congrFun h.eq 0) 1
    norm_num [Matrix.mul_apply, Fin.sum_univ_succ] at h01

end

end SchriefferWolffSymmetry
```

```lean
#print axioms SchriefferWolffSymmetry.commute_generator_iff
#print axioms SchriefferWolffSymmetry.symmetry_of_transformed
#print axioms SchriefferWolffSymmetry.degenerate_counterexample
```

```
'SchriefferWolffSymmetry.commute_generator_iff' depends on axioms: [propext, Classical.choice, Quot.sound]
'SchriefferWolffSymmetry.symmetry_of_transformed' depends on axioms: [propext, Classical.choice, Quot.sound]
'SchriefferWolffSymmetry.degenerate_counterexample' depends on axioms: [propext, Classical.choice, Quot.sound]
```

## From eigenvectors to the commutator in Lean

`offDiagonal_mulVec_eigenvector` is the argument for a single $u$. Its local fact `ev` says that operators commuting with $H_0$ preserve the energy, and `h1` and `h2` are $XPu=0$ and $XQu=0$. `offDiagonal_eq_zero` collects an eigenbasis as the columns of a unitary matrix $W$ (called `U` in the code comment), obtains $XW=0$, and multiplies by $W^\dagger$.

`symmetry_commutes_projector` applies this to $[G,P]$, with `noncomm_ring` expanding the products. In `commute_generator_iff`, `hJ` is the Jacobi step, and `hB` treats both blocks at once, for any $R$ (called `Q` in the code) that commutes with $G$ and satisfies $RSR=0$. The `linear_combination` calls build these identities from the known commutators and, in `hB`, from $RSR=0$. `symmetry_of_transformed` uses the fact that sums, products and exponentials of matrices commuting with $G$ also commute with $G$.

`hubbardDimer_witness` verifies the hypotheses for the dimer, mostly entry by entry, for all real $t$ and all real $U\neq0$. It proves disjoint spectra by separating $E=0$ from $E\neq0$. `degenerate_counterexample` compares one matrix element of $GS$ and $SG$ in the two-level case.
